# Expanding a kernel determinant when one point is added

For a kernel `K` and a list of points, `pointDet` is the determinant of the matrix with entries K(xᵢ, xⱼ); when `K` is the one-particle density matrix of a Slater determinant of non-interacting fermions, this is their unnormalised many-point density. The theorem `pointDet_cons` adds a point y to a list of at least one point: the new determinant is K(y, y) times the old one, minus the sum over i and k of (−1)^(i+k) K(xᵢ, y) K(y, xₖ) times the old determinant with row i and column k deleted. The entries of `K` lie in any commutative ring, and `K` need be neither Hermitian nor a projection. The proof expands the new determinant along the row of y, then expands each minor but the first along the column of y, and matches the terms.

As first written in Lean, the proof fails:

```lean
import Mathlib

open Matrix

namespace DysonMehta

noncomputable section

variable {X R : Type*} [Fintype X] [CommRing R]

/-- The determinant of the kernel `K` sampled at the points `x 0, …, x (n-1)`. -/
def pointDet {X R : Type*} [CommRing R] (K : Matrix X X R) {n : ℕ} (x : Fin n → X) : R :=
  (K.submatrix x x).det

/-- Adding a point `y` gives `K y y` times the old determinant, minus a signed sum over pairs `i`,
`k` of old points, equal or not, of `K (x i) y * K y (x k)` times the old determinant with row `i`
and column `k` deleted. -/
theorem pointDet_cons {X R : Type*} [CommRing R] (K : Matrix X X R) {n : ℕ}
    (x : Fin (n + 1) → X) (y : X) :
    pointDet K (Fin.cons (α := fun _ => X) y x) = K y y * pointDet K x -
      ∑ k : Fin (n + 1), ∑ i : Fin (n + 1),
        (-1 : R) ^ ((i : ℕ) + (k : ℕ)) * (K (x i) y * K y (x k)) *
          ((K.submatrix x x).submatrix i.succAbove k.succAbove).det := by
  unfold pointDet
  -- expand along the row of the new point
  rw [Matrix.det_succ_row_zero, Fin.sum_univ_succ, sub_eq_add_neg,
    ← Finset.sum_neg_distrib]
  congr 1
  · simp [Matrix.submatrix_submatrix, Function.comp_def]
  · refine Finset.sum_congr rfl fun k _ => ?_
    -- expand each minor along the column of the new point
    rw [Matrix.det_succ_column_zero, Finset.mul_sum, ← Finset.sum_neg_distrib]
    refine Finset.sum_congr rfl fun i _ => ?_
    have hminor : ((K.submatrix (Fin.cons (α := fun _ => X) y x)
        (Fin.cons (α := fun _ => X) y x)).submatrix Fin.succ k.succ.succAbove).submatrix
          i.succAbove Fin.succ = (K.submatrix x x).submatrix i.succAbove k.succAbove := by
      ext a b
      simp [Fin.succ_succAbove_succ]
    rw [hminor]
    simp only [Matrix.submatrix_apply, Fin.cons_zero, Fin.cons_succ,
      Fin.succ_succAbove_zero, Fin.val_succ]
    ring

end

end DysonMehta
```

Lean reports:

```
Main.lean:36:88: error: unsolved goals
X : Type u_3
R : Type u_4
inst✝ : CommRing R
K : Matrix X X R
n : ℕ
x : Fin (n + 1) → X
y : X
k : Fin (n + 1)
x✝¹ : k ∈ Finset.univ
i : Fin n.succ
x✝ : i ∈ Finset.univ
a b : Fin n
⊢ K (x (i.succAbove a)) (k.removeNth x b) = K (x (i.succAbove a)) (x (k.succAbove b))
Main.lean:38:12: warning: This simp argument is unused:
  Fin.succ_succAbove_succ

Hint: Omit it from the simp argument list.
  [apply] simp

Note: This linter can be disabled with `set_option linter.unusedSimpArgs false`
```

Diagnosis. The error is in `hminor`, which says that deleting the row and column of y, along with row i and column k of the old points, leaves the expected minor of the old matrix. After `ext a b` this is an equation between entries, and `simp` brings it almost to the end. What remains has `k.removeNth x b` on the left and `x (k.succAbove b)` on the right. These are the same point, since `Fin.removeNth` is defined by composing with `succAbove`, but `simp` did not unfold it, so the two sides still looked different and the goal stayed open.

The added `rfl` closes the goal, because it checks equality by unfolding definitions.

The warning says that `simp` never used `Fin.succ_succAbove_succ`. Dropping it from the call is mere tidying.

Lean accepts the file once it reads:

```diff
@@ -36,5 +36,6 @@
           i.succAbove Fin.succ = (K.submatrix x x).submatrix i.succAbove k.succAbove := by
       ext a b
-      simp [Fin.succ_succAbove_succ]
+      simp
+      rfl
     rw [hminor]
     simp only [Matrix.submatrix_apply, Fin.cons_zero, Fin.cons_succ,
```
